# With a suitable origin, space-group translation parts in a primitive basis have denominators dividing the point-group order

## Can one shift tidy every operation at once?

I write a space-group operation as $(R,t)$, meaning $x\mapsto Rx+t$, in coordinates along primitive lattice vectors, so that the pure translations are the integer vectors. My refined plane structure has the glide $(x,y)\mapsto(x+\tfrac12,\,-y+0.26)$. Moving the origin removes the 0.26. But in a crystal with 48 point operations, each one puts its own condition on the same shift. Why should a single origin turn all the translation parts into simple fractions, and which denominators can remain?

## The mean of the translation parts is such an origin

Let $G$ be the space group, $P$ its point group (the set of all $R$), and $N$ the order of $P$. Let $p$ be the position of the new origin in the old coordinates. Substituting $x=x'+p$ gives

$$t' = t+Rp-p .$$

If $(R,t)$ and $(R,s)$ both lie in $G$, then $(R,t)(R,s)^{-1}$ is the pure translation by $t-s$, so $t-s$ is an integer vector.

Choose one element $(S,t_S)$ of $G$ for each $S\in P$. For any $(R,t)\in G$, the product $(R,t)(S,t_S)$ has linear part $RS$ and translation part $Rt_S+t$. It can differ from the chosen $(RS,t_{RS})$ only by a lattice translation:

$$Rt_S+t-t_{RS}=m_S\in\mathbb Z^n .$$

Sum over $S$ and put $T=\sum_S t_S$. Since $S\mapsto RS$ permutes $P$, the $t_{RS}$ also sum to $T$, and $RT+Nt-T=\sum_S m_S$. Dividing by $N$ and taking $p=T/N$,

$$t+Rp-p=\frac1N\sum_S m_S .$$

The 48 conditions are compatible because the group law links them, and $p$ does not depend on which $(R,t)$ was picked.

For the glide above, the chosen translation parts are $(0,0)$ and $(\tfrac12,0.26)$, with mean $p=(\tfrac14,0.13)$. Then $t'=(\tfrac12,\,0.26-0.13-0.13)=(\tfrac12,0)$. The $\tfrac12$ survives any shift, because the mirror leaves the first component of $p$ alone.

In the smallest case, $N=1$, the group contains only lattice translations and every translation part is already an integer vector.

## What the theorems say

A `SeitzOp n` is an invertible affine map of $\mathbb R^n$, `transPart g` is $t$, `g.linear` is $R$, and `shiftOrigin p g` is the operation referred to $p$. Products act from right to left. `HasIntegerLattice G` says that the pure translations in $G$ are exactly the integer ones; a centred conventional cell violates it.

- `exists_origin_denominators`: one $p$ serves all $g\in G$, with $t'$ an integer vector over $N$.
- `exists_reduced_representatives`: for one $p$, each point operation has a representative in $G$ whose translation part, referred to $p$, has components in $\{0,1/N,\dots,(N-1)/N\}$.
- `pg_witness` and `glide_half_every_origin`: the plane group `pg` has $N=2$ and a glide component $\tfrac12$ for every origin, so integer translation parts cannot always be reached.

Finiteness of the point group is assumed. In a crystal it holds because every $R$ preserves both lengths and the lattice, but no metric appears here. Passing from a measured structure to an exact group $G$ is left to the user.

```lean
import Mathlib

namespace SeitzOriginDenominators

noncomputable section

/-- A Seitz operation `(R, t)`: an invertible affine map `x ↦ R x + t` of real `n`-space. -/
abbrev SeitzOp (n : ℕ) := (Fin n → ℝ) ≃ᵃ[ℝ] (Fin n → ℝ)

variable {n : ℕ}

/-- The pure translation by `v`. -/
def transl (v : Fin n → ℝ) : SeitzOp n := AffineEquiv.constVAdd ℝ (Fin n → ℝ) v

/-- The translation part `t` of `(R, t)`: the image of the origin. -/
def transPart (g : SeitzOp n) : Fin n → ℝ := g 0

/-- The operation `g` written in coordinates whose origin is the point `p`. -/
def shiftOrigin (p : Fin n → ℝ) (g : SeitzOp n) : SeitzOp n := transl (-p) * g * transl p

/-- The point group: all linear parts of the elements of `G`. -/
def pointGroup (G : Subgroup (SeitzOp n)) : Subgroup ((Fin n → ℝ) ≃ₗ[ℝ] (Fin n → ℝ)) :=
  G.map AffineEquiv.linearHom

/-- The pure translations in `G` are exactly those by integer vectors. -/
def HasIntegerLattice (G : Subgroup (SeitzOp n)) : Prop :=
  ∀ v, transl v ∈ G ↔ ∃ m : Fin n → ℤ, v = fun i => (m i : ℝ)

/-- A Seitz operation acts as `x ↦ R x + t`. -/
theorem seitz_apply (g : SeitzOp n) (x : Fin n → ℝ) :
    g x = g.linear x + transPart g := by
  have h := g.map_vadd 0 x
  rw [vadd_eq_add, vadd_eq_add, add_zero] at h
  exact h

/-- Moving the origin to `p` changes the translation part from `t` to `t + R p - p`. -/
theorem transPart_shiftOrigin (p : Fin n → ℝ) (g : SeitzOp n) :
    transPart (shiftOrigin p g) = transPart g + g.linear p - p := by
  change -p + g (p + 0) = _
  rw [add_zero, seitz_apply]
  abel

/-- In a group with translation lattice `Z^n`, two elements with the same linear part have
translation parts that differ by an integer vector. -/
theorem transPart_sub_integer {G : Subgroup (SeitzOp n)} (hG : HasIntegerLattice G)
    {g h : SeitzOp n} (hg : g ∈ G) (hh : h ∈ G) (hl : g.linear = h.linear) :
    ∃ m : Fin n → ℤ, transPart g - transPart h = fun i => (m i : ℝ) := by
  have e : transl (transPart g - transPart h) * h = g := AffineEquiv.ext fun x => by
    change (transPart g - transPart h) + h x = g x
    rw [seitz_apply h x, seitz_apply g x, hl]
    abel
  apply (hG _).1
  rw [eq_mul_inv_of_mul_eq e]
  exact G.mul_mem hg (G.inv_mem hh)

/-- Let `G` have translation lattice `Z^n` and finite point group of order `N`. Then for one
choice of origin the translation part of every element is an integer vector divided by `N`. -/
theorem exists_origin_denominators (G : Subgroup (SeitzOp n)) (hG : HasIntegerLattice G)
    [Finite (pointGroup G)] :
    ∃ p : Fin n → ℝ, ∀ g ∈ G, ∃ m : Fin n → ℤ,
      transPart (shiftOrigin p g) = fun i => (m i : ℝ) / (Nat.card (pointGroup G) : ℝ) := by
  classical
  have := Fintype.ofFinite (pointGroup G)
  -- one representative for each point operation
  have hex : ∀ S : pointGroup G, ∃ g : SeitzOp n, g ∈ G ∧ g.linear = S.1 := fun S => by
    obtain ⟨g, hg, h⟩ := Subgroup.mem_map.1 S.2
    exact ⟨g, hg, h⟩
  choose rep hrep hlin using hex
  have hN : (Nat.card (pointGroup G) : ℝ) ≠ 0 := Nat.cast_ne_zero.2 Nat.card_pos.ne'
  have hinv := mul_inv_cancel₀ hN
  obtain ⟨T, hT⟩ : ∃ T, T = ∑ S, transPart (rep S) := ⟨_, rfl⟩
  -- the new origin is the mean of the translation parts
  refine ⟨(Nat.card (pointGroup G) : ℝ)⁻¹ • T, fun g hg => ?_⟩
  let R : pointGroup G := ⟨g.linear, g, hg, rfl⟩
  have hmod : ∀ S : pointGroup G, ∃ m : Fin n → ℤ,
      g.linear (transPart (rep S)) + transPart g - transPart (rep (R * S))
        = fun i => (m i : ℝ) := fun S => by
    have hl : (g * rep S).linear = (rep (R * S)).linear := by
      rw [hlin (R * S)]
      change g.linear * (rep S).linear = g.linear * S.1
      rw [hlin S]
    obtain ⟨m, hm⟩ := transPart_sub_integer hG (G.mul_mem hg (hrep S)) (hrep (R * S)) hl
    refine ⟨m, ?_⟩
    rw [← hm, ← seitz_apply]
    rfl
  choose m hm using hmod
  -- left multiplication by `R` permutes the point group
  have hperm : ∑ S, transPart (rep (R * S)) = T := by
    rw [hT]
    exact Equiv.sum_comp (Equiv.mulLeft R) (fun S => transPart (rep S))
  have key := Finset.sum_congr rfl (fun S (_ : S ∈ Finset.univ) => hm S)
  rw [Finset.sum_sub_distrib, Finset.sum_add_distrib, hperm, ← map_sum, ← hT,
    Finset.sum_const, Finset.card_univ, ← Nat.card_eq_fintype_card,
    ← Nat.cast_smul_eq_nsmul ℝ] at key
  refine ⟨fun i => ∑ S, m S i, ?_⟩
  rw [transPart_shiftOrigin, map_smul]
  funext i
  have hi := congrFun key i
  simp only [Pi.add_apply, Pi.sub_apply, Pi.smul_apply, smul_eq_mul, Finset.sum_apply] at hi ⊢
  push_cast
  linear_combination (Nat.card (pointGroup G) : ℝ)⁻¹ * hi - transPart g i * hinv

/-- Let `G` have translation lattice `Z^n` and finite point group of order `N`. For one choice of
origin, every point operation has a representative in `G` whose translation components all lie
in `{0, 1/N, ..., (N-1)/N}`. -/
theorem exists_reduced_representatives (G : Subgroup (SeitzOp n)) (hG : HasIntegerLattice G)
    [Finite (pointGroup G)] :
    ∃ p : Fin n → ℝ, ∀ R ∈ pointGroup G, ∃ g ∈ G, g.linear = R ∧
      ∃ a : Fin n → ℕ, (∀ i, a i < Nat.card (pointGroup G)) ∧
        transPart (shiftOrigin p g) = fun i => (a i : ℝ) / (Nat.card (pointGroup G) : ℝ) := by
  obtain ⟨p, hp⟩ := exists_origin_denominators G hG
  refine ⟨p, ?_⟩
  rintro R ⟨g, hg, rfl⟩
  obtain ⟨m, hm⟩ := hp g hg
  have hpos : 0 < Nat.card (pointGroup G) := Nat.card_pos
  generalize Nat.card (pointGroup G) = N at hm hpos ⊢
  have hZ : (0 : ℤ) < N := by exact_mod_cast hpos
  have hR : (N : ℝ) ≠ 0 := Nat.cast_ne_zero.2 hpos.ne'
  -- division with remainder in every component
  have hdiv : ∀ i, ∃ a : ℕ, ∃ q : ℤ, a < N ∧ (m i : ℝ) = a + N * q := fun i => by
    obtain ⟨a, ha⟩ := Int.eq_ofNat_of_zero_le (Int.emod_nonneg (m i) hZ.ne')
    have hlt := Int.emod_lt_of_pos (m i) hZ
    rw [ha] at hlt
    have h : m i = a + N * (m i / N) := by
      rw [← ha, Int.emod_def]
      ring
    exact ⟨a, m i / N, by exact_mod_cast hlt, by exact_mod_cast h⟩
  choose a q ha hq using hdiv
  have hv : transl (fun i => ((-q i : ℤ) : ℝ)) ∈ G := (hG _).2 ⟨fun i => -q i, rfl⟩
  refine ⟨_, G.mul_mem hv hg, LinearEquiv.ext fun x => rfl, a, ha, ?_⟩
  have hs : transPart (shiftOrigin p (transl (fun i => ((-q i : ℤ) : ℝ)) * g))
      = (fun i => ((-q i : ℤ) : ℝ)) + transPart (shiftOrigin p g) := by
    change -p + ((fun i => ((-q i : ℤ) : ℝ)) + g (p + 0)) = _ + (-p + g (p + 0))
    abel
  rw [hs, hm]
  funext i
  simp only [Pi.add_apply]
  rw [hq i]
  push_cast
  field_simp
  ring

/-- The mirror `(x, y) ↦ (x, -y)` of the plane. -/
def mirror : (Fin 2 → ℝ) ≃ₗ[ℝ] (Fin 2 → ℝ) where
  toFun x := ![x 0, -x 1]
  invFun x := ![x 0, -x 1]
  map_add' x y := funext (Fin.forall_fin_two.2 ⟨rfl, neg_add (x 1) (y 1)⟩)
  map_smul' c x := funext (Fin.forall_fin_two.2 ⟨rfl, (mul_neg c (x 1)).symm⟩)
  left_inv x := funext (Fin.forall_fin_two.2 ⟨rfl, neg_neg (x 1)⟩)
  right_inv x := funext (Fin.forall_fin_two.2 ⟨rfl, neg_neg (x 1)⟩)

/-- The glide reflection `(x, y) ↦ (x + 1/2, -y)`. -/
def glide : SeitzOp 2 := transl ![1 / 2, 0] * mirror.toAffineEquiv

/-- The plane group `pg`: the maps `(x + a, y + b)` and `(x + a + 1/2, -y + b)` with
integers `a`, `b`. -/
def pg : Subgroup (SeitzOp 2) where
  carrier := {g | ∃ a b : ℤ, (∀ x, g x 0 = x 0 + a ∧ g x 1 = x 1 + b) ∨
    (∀ x, g x 0 = x 0 + a + 1 / 2 ∧ g x 1 = -x 1 + b)}
  one_mem' := ⟨0, 0, Or.inl fun x => by simp⟩
  mul_mem' := by
    rintro g h ⟨a, b, hg | hg⟩ ⟨c, d, hh | hh⟩
    on_goal 1 => refine ⟨a + c, b + d, Or.inl fun x => ?_⟩
    on_goal 2 => refine ⟨a + c, b + d, Or.inr fun x => ?_⟩
    on_goal 3 => refine ⟨a + c, b - d, Or.inr fun x => ?_⟩
    on_goal 4 => refine ⟨a + c + 1, b - d, Or.inl fun x => ?_⟩
    all_goals
      have h1 := hg (h x)
      have h2 := hh x
      change g (h x) 0 = _ ∧ g (h x) 1 = _
      push_cast
      constructor <;> linarith [h1.1, h1.2, h2.1, h2.2]
  inv_mem' := by
    rintro g ⟨a, b, hg | hg⟩
    on_goal 1 => refine ⟨-a, -b, Or.inl fun x => ?_⟩
    on_goal 2 => refine ⟨-a - 1, b, Or.inr fun x => ?_⟩
    all_goals
      have e : g (g⁻¹ x) = x := g.apply_symm_apply x
      have h := hg (g⁻¹ x)
      rw [e] at h
      push_cast
      constructor <;> linarith [h.1, h.2]

/-- The glide reflection belongs to `pg`, and its component `1/2` along the glide line is the
same for every choice of origin. -/
theorem glide_half_every_origin :
    glide ∈ pg ∧ ∀ p, transPart (shiftOrigin p glide) 0 = 1 / 2 := by
  refine ⟨⟨0, 0, Or.inr fun x => ⟨?_, ?_⟩⟩, fun p => ?_⟩
  · change (1 / 2 : ℝ) + x 0 = _
    rw [Int.cast_zero]
    ring
  · change (0 : ℝ) + -x 1 = _
    rw [Int.cast_zero]
    ring
  · rw [transPart_shiftOrigin]
    change (1 / 2 : ℝ) + 0 + p 0 - p 0 = 1 / 2
    ring

/-- The plane group `pg` has translation lattice `Z^2` and a point group of order 2. -/
theorem pg_witness : HasIntegerLattice pg ∧ Nat.card (pointGroup pg) = 2 := by
  constructor
  · intro v
    constructor
    · rintro ⟨a, b, h | h⟩
      · have h0 : v 0 + 0 = 0 + (a : ℝ) ∧ v 1 + 0 = 0 + (b : ℝ) := h 0
        refine ⟨![a, b], funext (Fin.forall_fin_two.2 ⟨?_, ?_⟩)⟩
        · change v 0 = (a : ℝ)
          linarith [h0.1]
        · change v 1 = (b : ℝ)
          linarith [h0.2]
      · -- a translation does not reverse the second coordinate
        have h0 : v 1 + 0 = -0 + (b : ℝ) := (h 0).2
        have h1 : v 1 + 1 = -1 + (b : ℝ) := (h 1).2
        linarith
    · rintro ⟨m, rfl⟩
      exact ⟨m 0, m 1, Or.inl fun x => ⟨add_comm _ _, add_comm _ _⟩⟩
  · have hm : mirror ∈ pointGroup pg :=
      ⟨glide, glide_half_every_origin.1, LinearEquiv.ext fun x => by
        have h := seitz_apply glide x
        have h' : glide x = mirror x + transPart glide := by
          change ![1 / 2, 0] + mirror x = mirror x + (![1 / 2, 0] + mirror 0)
          rw [map_zero, add_zero, add_comm]
        exact add_right_cancel (h.symm.trans h')⟩
    refine Nat.card_eq_two_iff.2 ⟨1, ⟨mirror, hm⟩, fun e => ?_, Set.eq_univ_of_forall ?_⟩
    · have e1 : (1 : ℝ) = -1 :=
        congrFun (LinearEquiv.congr_fun (congrArg Subtype.val e) 1) 1
      norm_num at e1
    · rintro ⟨S, g, ⟨a, b, h⟩, rfl⟩
      have lin : ∀ x, g.linear x = g x - g 0 := fun x =>
        eq_sub_of_add_eq (seitz_apply g x).symm
      rcases h with h | h
      · left
        refine Subtype.ext (LinearEquiv.ext fun x => ?_)
        change g.linear x = x
        have h0 : g 0 0 = 0 + (a : ℝ) ∧ g 0 1 = 0 + (b : ℝ) := h 0
        rw [lin]
        refine funext (Fin.forall_fin_two.2 ⟨?_, ?_⟩)
        · change g x 0 - g 0 0 = x 0
          linarith [(h x).1, h0.1]
        · change g x 1 - g 0 1 = x 1
          linarith [(h x).2, h0.2]
      · right
        refine Subtype.ext (LinearEquiv.ext fun x => ?_)
        change g.linear x = mirror x
        have h0 : g 0 0 = 0 + (a : ℝ) + 1 / 2 ∧ g 0 1 = -0 + (b : ℝ) := h 0
        rw [lin]
        refine funext (Fin.forall_fin_two.2 ⟨?_, ?_⟩)
        · change g x 0 - g 0 0 = x 0
          linarith [(h x).1, h0.1]
        · change g x 1 - g 0 1 = -x 1
          linarith [(h x).2, h0.2]

end

end SeitzOriginDenominators
```

```lean
#print axioms SeitzOriginDenominators.exists_origin_denominators
#print axioms SeitzOriginDenominators.exists_reduced_representatives
```

```
'SeitzOriginDenominators.exists_origin_denominators' depends on axioms: [propext, Classical.choice, Quot.sound]
'SeitzOriginDenominators.exists_reduced_representatives' depends on axioms: [propext, Classical.choice, Quot.sound]
```

## How the Lean proof runs

`seitz_apply` and `transPart_shiftOrigin` give the form $Rx+t$ and the shift formula. `transPart_sub_integer` is the comparison of two elements with equal linear part.

In the main theorem, `choose rep` picks the $(S,t_S)$, `hmod` produces the $m_S$, and `hperm` reindexes the sum through `Equiv.mulLeft R`. The summed identity is `key`, and `linear_combination` divides it by $N$ in each component.

For reduced representatives, division with remainder writes each numerator as $a_i+Nq_i$, and composing with the lattice translation by $-q$ leaves $a_i/N$. For `pg`, evaluating the maps at sample points identifies the lattice, and the only linear parts are the identity and `mirror`.

## Where the fractions enter a calculation

Suppose an electronic-structure code symmetrises the density of an ideal periodic crystal by permuting its values on a real-space grid. Then $Rx+t$ must land on a grid point whenever $x$ is one. (In reciprocal space $t$ enters only through phase factors, and this condition is not needed.) After the shift, a grid that contains the new origin and has the same number of divisions along every primitive vector, a multiple of $N$, is mapped onto itself, since $R$ has integer entries in this basis. A multiple of $N$ is sufficient but not always necessary: for a symmorphic group, a suitable origin makes every translation part an integer vector, and then any common number of divisions works. In the glide example, any even number of divisions will do. A non-symmorphic group can also need less than a multiple of $N$: the plane group `p2gg` has $N=4$, but with the origin on a twofold point its translation parts contain only integers and halves, so any even number is again enough.
